# A positive semidefinite Hamiltonian on a finite-dimensional space has no negative energy eigenvalue

Let `A` be a positive semidefinite complex matrix with finitely many rows and columns, such as a Hamiltonian whose energy expectation is never negative. The lemma says that if `A *ᵥ v = r • v` for a real number `r` and a nonzero vector `v`, then `r` is at least zero. The vector need not be normalised, so `r` is the expectation v†Av divided by the squared norm v†v. The proof puts the eigenvalue equation into v†Av ≥ 0, which gives r · v†v ≥ 0, and then shows that a negative `r` would contradict v†v > 0.

Lean 4 with Mathlib refuses this proof:

```lean
import Mathlib

open Matrix
open scoped ComplexOrder

namespace KnabeLocalGap

noncomputable section

variable {N : ℕ} [NeZero N] {n : Type*} [Fintype n]

/-- A real eigenvalue of a positive semidefinite matrix is nonnegative. -/
theorem eigenvalue_nonneg {A : Matrix n n ℂ} (hA : A.PosSemidef) {r : ℝ} {v : n → ℂ}
    (hv : v ≠ 0) (hr : A *ᵥ v = r • v) : 0 ≤ r := by
  have h := hA.dotProduct_mulVec_nonneg v
  rw [hr, dotProduct_smul, dotProduct_comm] at h
  have hs : 0 ≤ v ⬝ᵥ star v := dotProduct_star_self_nonneg v
  have hne : v ⬝ᵥ star v ≠ 0 := fun h0 => hv (dotProduct_star_self_eq_zero.mp h0)
  have hpos : 0 < (v ⬝ᵥ star v).re := (Complex.pos_iff.mp (lt_of_le_of_ne hs hne.symm)).1
  have h' := (Complex.nonneg_iff.mp h).1
  rw [Complex.smul_re, smul_eq_mul] at h'
  by_contra hneg
  have := mul_neg_of_neg_of_pos (not_le.mp hneg) hpos
  linarith

end

end KnabeLocalGap
```

Lean reports:

```
Main.lean:17:31: error: Type mismatch
  dotProduct_star_self_nonneg v
has type
  0 ≤ star v ⬝ᵥ v
but is expected to have type
  0 ≤ v ⬝ᵥ star v
Main.lean:18:78: error: Application type mismatch: The argument
  h0
has type
  v ⬝ᵥ star v = 0
but is expected to have type
  star v ⬝ᵥ v = 0
in the application
  dotProduct_star_self_eq_zero.mp h0
```

The change, after which it compiles:

```diff
@@ -14,8 +14,8 @@
     (hv : v ≠ 0) (hr : A *ᵥ v = r • v) : 0 ≤ r := by
   have h := hA.dotProduct_mulVec_nonneg v
-  rw [hr, dotProduct_smul, dotProduct_comm] at h
-  have hs : 0 ≤ v ⬝ᵥ star v := dotProduct_star_self_nonneg v
-  have hne : v ⬝ᵥ star v ≠ 0 := fun h0 => hv (dotProduct_star_self_eq_zero.mp h0)
-  have hpos : 0 < (v ⬝ᵥ star v).re := (Complex.pos_iff.mp (lt_of_le_of_ne hs hne.symm)).1
+  rw [hr, dotProduct_smul] at h
+  have hs : 0 ≤ star v ⬝ᵥ v := dotProduct_star_self_nonneg v
+  have hne : star v ⬝ᵥ v ≠ 0 := fun h0 => hv (dotProduct_star_self_eq_zero.mp h0)
+  have hpos : 0 < (star v ⬝ᵥ v).re := (Complex.pos_iff.mp (lt_of_le_of_ne hs hne.symm)).1
   have h' := (Complex.nonneg_iff.mp h).1
   rw [Complex.smul_re, smul_eq_mul] at h'
```

Diagnosis. Both errors come from the order of the factors in the squared norm. The file writes it as `v ⬝ᵥ star v`, but here `dotProduct_star_self_nonneg v` proves `0 ≤ star v ⬝ᵥ v`, and `dotProduct_star_self_eq_zero.mp` expects a proof of `star v ⬝ᵥ v = 0`. The two products are equal by commutativity, but Lean does not apply that fact by itself when it checks types, so it rejects both uses.

The repair states `hs` and `hne` with `star v` first, which is the form the two lemmas use. `hpos` is built from these two facts, so it changes in the same way.

The rewrite with `dotProduct_comm` raised no error, but it served to turn the product in `h` into the old order. With it removed, `h` keeps `star v ⬝ᵥ v`, and the closing `linarith` sees the same product in both of the inequalities that contradict each other.
